# Maximum-overlap selection against the previous step can drift to an orbital orthogonal to the first

Suppose that a self-consistent-field calculation occupies, at each iteration, the orbital that overlaps most with the one occupied just before, and that, in a real space spanned by two orbitals, this orbital turns by 30° per iteration, always in the same direction. Each choice is clear, with a squared overlap of 3/4 against 1/4 for the orthogonal competitor, yet after three iterations the occupied orbital is orthogonal to the initial one.

```lean
import Mathlib

open Matrix

namespace MaximumOverlapDrift

noncomputable section

/-- A normalised orbital of the two-level Fock matrix `F`: a unit vector that is an
eigenvector of `F`. -/
def IsOrbital (F : Matrix (Fin 2) (Fin 2) ℝ) (q : Fin 2 → ℝ) : Prop :=
  q ⬝ᵥ q = 1 ∧ ∃ ε : ℝ, F *ᵥ q = ε • q

/-- Strict maximum-overlap selection: `q` is an orbital of `F`, and every orbital of `F`
orthogonal to `q` has a smaller squared overlap with the reference `p`. -/
def Selects (F : Matrix (Fin 2) (Fin 2) ℝ) (p q : Fin 2 → ℝ) : Prop :=
  IsOrbital F q ∧ ∀ r, IsOrbital F r → q ⬝ᵥ r = 0 → (p ⬝ᵥ r) ^ 2 < (p ⬝ᵥ q) ^ 2

/-- The real orbital at angle `φ` in the plane of two basis functions. -/
def orb (φ : ℝ) : Fin 2 → ℝ := ![Real.cos φ, Real.sin φ]

/-- A two-level Fock matrix whose orbitals are turned by the angle `φ`. -/
def fock (φ : ℝ) : Matrix (Fin 2) (Fin 2) ℝ :=
  !![-Real.cos (2 * φ), -Real.sin (2 * φ); -Real.sin (2 * φ), Real.cos (2 * φ)]

/-- The angle `k π / (2 n)` reached after `k` of `n` iterations, for `n ≥ 1`. -/
def angle (n k : ℕ) : ℝ := k * (Real.pi / (2 * n))

/-- The Fock matrix is symmetric; the orbital at angle `φ` has energy `-1`, and its
orthogonal competitor has energy `+1`. -/
theorem fock_spectrum (φ : ℝ) :
    (fock φ).IsSymm ∧ fock φ *ᵥ orb φ = (-1 : ℝ) • orb φ ∧
      fock φ *ᵥ ![-Real.sin φ, Real.cos φ] = (1 : ℝ) • ![-Real.sin φ, Real.cos φ] := by
  have h := Real.sin_sq_add_cos_sq φ
  refine ⟨?_, funext (Fin.forall_fin_two.2 ⟨?_, ?_⟩),
    funext (Fin.forall_fin_two.2 ⟨?_, ?_⟩)⟩
  · show (fock φ)ᵀ = fock φ
    ext i j
    fin_cases i <;> fin_cases j <;> simp [fock]
  all_goals
    simp only [fock, orb, mulVec, dotProduct, Fin.sum_univ_two, Matrix.of_apply,
      Matrix.cons_val', Matrix.cons_val_zero, Matrix.cons_val_one, Matrix.cons_val_fin_one,
      Pi.smul_apply, smul_eq_mul, Real.cos_two_mul, Real.sin_two_mul]
  · linear_combination (-2 * Real.cos φ) * h
  · ring
  · ring
  · linear_combination (2 * Real.cos φ) * h

/-- The overlap of two orbitals in the plane is the cosine of the angle between them. -/
theorem orb_overlap (φ χ : ℝ) : orb φ ⬝ᵥ orb χ = Real.cos (χ - φ) := by
  simp only [orb, dotProduct, Fin.sum_univ_two, Matrix.cons_val_zero, Matrix.cons_val_one,
    Real.cos_sub]
  ring

/-- The squared overlaps of `p` with two orthonormal orbitals of the plane add up to the
squared norm of `p`. -/
theorem overlap_sum (p q r : Fin 2 → ℝ) (hq : q ⬝ᵥ q = 1) (hr : r ⬝ᵥ r = 1)
    (ho : q ⬝ᵥ r = 0) : (p ⬝ᵥ q) ^ 2 + (p ⬝ᵥ r) ^ 2 = p ⬝ᵥ p := by
  simp only [dotProduct, Fin.sum_univ_two] at *
  -- `r` is `q` turned by a right angle, up to the sign `s`
  obtain ⟨s, hs⟩ : ∃ s, s = q 0 * r 1 - q 1 * r 0 := ⟨_, rfl⟩
  have hc : r 0 = -q 1 * s := by
    rw [hs]; linear_combination (-r 0) * hq + q 0 * ho
  have hd : r 1 = q 0 * s := by
    rw [hs]; linear_combination (-r 1) * hq + q 1 * ho
  have hs1 : s ^ 2 = 1 := by
    rw [hs]
    linear_combination (r 0 * r 0 + r 1 * r 1) * hq + hr - (q 0 * r 0 + q 1 * r 1) * ho
  rw [hc, hd]
  linear_combination (p 1 * q 0 - p 0 * q 1) ^ 2 * hs1 + (p 0 ^ 2 + p 1 ^ 2) * hq

/-- If the orbitals turn by an angle `δ` with `cos 2δ > 0`, maximum-overlap selection
against the previous orbital follows the turn. -/
theorem selects_turned (φ δ : ℝ) (hδ : 0 < Real.cos (2 * δ)) :
    Selects (fock (φ + δ)) (orb φ) (orb (φ + δ)) := by
  have unit : ∀ χ, orb χ ⬝ᵥ orb χ = 1 := fun χ => by
    rw [orb_overlap, sub_self, Real.cos_zero]
  refine ⟨⟨unit _, -1, (fock_spectrum _).2.1⟩, fun r hr ho => ?_⟩
  have h := overlap_sum (orb φ) (orb (φ + δ)) r (unit _) hr.1 ho
  have hc : orb φ ⬝ᵥ orb (φ + δ) = Real.cos δ := by
    rw [orb_overlap, add_sub_cancel_left]
  rw [unit, hc] at h
  rw [hc]
  rw [Real.cos_two_mul] at hδ
  linarith

/-- Drift of maximum-overlap selection: for `n ≥ 3`, each orbital of the sequence is strictly
selected against the previous one, yet the orbital after `n` steps is orthogonal to the
initial orbital. -/
theorem maximum_overlap_drift (n : ℕ) (hn : 3 ≤ n) :
    (∀ k < n, Selects (fock (angle n (k + 1))) (orb (angle n k)) (orb (angle n (k + 1)))) ∧
      orb (angle n 0) ⬝ᵥ orb (angle n n) = 0 := by
  have hn' : (3 : ℝ) ≤ n := by exact_mod_cast hn
  have hpos : (0 : ℝ) < n := by linarith
  have hpi := Real.pi_pos
  constructor
  · intro k _
    have hk : angle n (k + 1) = angle n k + Real.pi / (2 * n) := by
      unfold angle; push_cast; ring
    rw [hk]
    apply selects_turned
    -- twice the turn is `π / n`, which is less than a right angle
    have h2 : 2 * (Real.pi / (2 * n)) = Real.pi / n := by field_simp
    have hlt : Real.pi / n < Real.pi / 2 := by
      rw [div_lt_div_iff₀ hpos (by norm_num)]
      nlinarith
    have h0 : 0 < Real.pi / n := div_pos hpi hpos
    rw [h2]
    exact Real.cos_pos_of_mem_Ioo ⟨by linarith, hlt⟩
  · have h0 : angle n 0 = 0 := by simp [angle]
    have h2 : 2 * angle n n = Real.pi := by unfold angle; field_simp
    have h : angle n n - angle n 0 = Real.pi / 2 := by linarith
    rw [orb_overlap, h, Real.cos_pi_div_two]

/-- For a symmetric two-level Fock matrix, a strictly selected orbital has a squared overlap above
1/2 with its normalised reference. -/
theorem selected_overlap_gt_half (F : Matrix (Fin 2) (Fin 2) ℝ) (hF : F.IsSymm)
    (p q : Fin 2 → ℝ) (hp : p ⬝ᵥ p = 1) (h : Selects F p q) : 1 / 2 < (p ⬝ᵥ q) ^ 2 := by
  obtain ⟨⟨hq, ε, hε⟩, hmax⟩ := h
  have hs : F 1 0 = F 0 1 := hF.apply 0 1
  have e0 := congrFun hε 0
  have e1 := congrFun hε 1
  simp only [mulVec, dotProduct, Fin.sum_univ_two, Pi.smul_apply, smul_eq_mul] at e0 e1
  -- the competitor is the selected orbital turned by a right angle
  obtain ⟨r, hr⟩ : ∃ r : Fin 2 → ℝ, r = ![-q 1, q 0] := ⟨_, rfl⟩
  have r0 : r 0 = -q 1 := by simp [hr]
  have r1 : r 1 = q 0 := by simp [hr]
  have hrr : r ⬝ᵥ r = 1 := by
    simp only [dotProduct, Fin.sum_univ_two, r0, r1] at hq ⊢
    linear_combination hq
  have hqr : q ⬝ᵥ r = 0 := by
    simp only [dotProduct, Fin.sum_univ_two, r0, r1]
    ring
  have horb : IsOrbital F r := by
    refine ⟨hrr, F 0 0 + F 1 1 - ε, funext (Fin.forall_fin_two.2 ⟨?_, ?_⟩)⟩ <;>
      simp only [mulVec, dotProduct, Fin.sum_univ_two, Pi.smul_apply, smul_eq_mul, r0, r1]
    · linear_combination e1 - q 0 * hs
    · linear_combination -e0 - q 1 * hs
  have hlt := hmax r horb hqr
  have hsum := overlap_sum p q r hq hrr hqr
  linarith

/-- Two successive strict selections with symmetric two-level Fock matrices, starting from a
normalised orbital, never end in an orbital orthogonal to the initial one. -/
theorem two_steps_not_orthogonal (F G : Matrix (Fin 2) (Fin 2) ℝ) (hF : F.IsSymm)
    (hG : G.IsSymm) (p q r : Fin 2 → ℝ) (hp : p ⬝ᵥ p = 1) (h₁ : Selects F p q)
    (h₂ : Selects G q r) : p ⬝ᵥ r ≠ 0 := by
  intro ho
  have a := selected_overlap_gt_half F hF p q hp h₁
  have b := selected_overlap_gt_half G hG q r h₁.1.1 h₂
  -- orthogonal end points would have to share the unit norm of `q`
  have c := overlap_sum q p r hp h₂.1.1 ho
  rw [h₁.1.1, dotProduct_comm q p] at c
  linarith

/-- With the Fock matrix reached after `n ≥ 1` steps of the drift, selection against the
initial orbital returns the initial orbital itself. -/
theorem initial_reference_recovers (n : ℕ) (hn : 1 ≤ n) :
    Selects (fock (angle n n)) (orb (angle n 0)) (orb (angle n 0)) := by
  have hpos : (0 : ℝ) < n := by exact_mod_cast hn
  have h0 : angle n 0 = 0 := by simp [angle]
  have h2 : 2 * angle n n = Real.pi := by unfold angle; field_simp
  have unit : orb 0 ⬝ᵥ orb 0 = 1 := by
    rw [orb_overlap, sub_self, Real.cos_zero]
  rw [h0]
  refine ⟨⟨unit, 1, funext (Fin.forall_fin_two.2 ⟨?_, ?_⟩)⟩, fun r _ ho => ?_⟩
  · simp [fock, orb, h2, mulVec, dotProduct, Fin.sum_univ_two]
  · simp [fock, orb, h2, mulVec, dotProduct, Fin.sum_univ_two]
  · rw [ho, unit]
    norm_num

end

end MaximumOverlapDrift
```

```lean
#print axioms MaximumOverlapDrift.maximum_overlap_drift
-- 'MaximumOverlapDrift.maximum_overlap_drift' depends on axioms: [propext, Classical.choice, Quot.sound]
#print axioms MaximumOverlapDrift.two_steps_not_orthogonal
-- 'MaximumOverlapDrift.two_steps_not_orthogonal' depends on axioms: [propext, Classical.choice, Quot.sound]
#print axioms MaximumOverlapDrift.initial_reference_recovers
-- 'MaximumOverlapDrift.initial_reference_recovers' depends on axioms: [propext, Classical.choice, Quot.sound]
```

## Small turns that add up to a right angle

Maximum-overlap selection is used to keep a Hartree-Fock calculation on a chosen solution, for instance an excited one, when filling the lowest levels would lead elsewhere. The theorem `maximum_overlap_drift` concerns the variant whose reference is the previous iteration. For an integer $n\ge 3$ let

$$f_k=\left(\cos\frac{k\pi}{2n},\ \sin\frac{k\pi}{2n}\right),\qquad k=0,\dots,n.$$

There are Fock matrices for which every step from $f_k$ to $f_{k+1}$, with $k<n$, is a strict maximum-overlap selection, and still $f_0\cdot f_n=0$.

Two further theorems limit the drift for arbitrary symmetric two-level Fock matrices:

- By `selected_overlap_gt_half`, a strictly selected orbital has a squared overlap above 1/2 with its normalised reference. If the reference is always the initial orbital, this bound holds at every iteration whose selection is strict.
- By `two_steps_not_orthogonal`, two successive strict selections never end in an orbital orthogonal to the first. A single step is excluded by the bound above, so with two levels the three steps of the opening example are the fewest possible.

Finally, `initial_reference_recovers` takes the Fock matrix at the end of the drift and shows that selection against $f_0$ returns $f_0$.

## Orbitals, Fock matrices and the selection rule

An orbital is a real coefficient vector of type `Fin 2 → ℝ` in an orthonormal basis of two functions, and the dot product `⬝ᵥ` is the overlap. `IsOrbital F q` says that `q` has unit norm and is an eigenvector of `F`. The vector $f_k$ is `orb (angle n k)`.

`Selects F p q` says that `q` is an orbital of `F` and that every orbital of `F` orthogonal to `q` has a strictly smaller squared overlap with the reference `p`. Squaring makes the arbitrary sign of an eigenvector irrelevant. Orbital energies play no part in the rule.

The matrix `fock φ` has eigenvalues $-1$ and $+1$. These values fix the energy zero midway between the levels and set the unit of energy to half the gap. Since the levels differ, the orbitals are unique up to sign, and each has one competitor.

One step to a real calculation that remains open is self-consistency: the Fock matrices are prescribed here, whereas Hartree-Fock theory builds each one from the occupied orbitals. Within this model of one occupied orbital in a real two-dimensional space, the result shows that a clear choice at every iteration is no guarantee of staying near the initial state.

## Why each step is selected and the last orbital is orthogonal

**The Fock matrix.** For an angle $\varphi$, write

$$F(\varphi)=\begin{pmatrix}-\cos2\varphi&-\sin2\varphi\\-\sin2\varphi&\cos2\varphi\end{pmatrix},\qquad u(\varphi)=\begin{pmatrix}\cos\varphi\\ \sin\varphi\end{pmatrix}.$$

The components of $F(\varphi)u(\varphi)$ are

$$-\cos2\varphi\cos\varphi-\sin2\varphi\sin\varphi=-\cos\varphi,$$
$$-\sin2\varphi\cos\varphi+\cos2\varphi\sin\varphi=-\sin\varphi,$$

so $u(\varphi)$ has energy $-1$. For the competitor $(-\sin\varphi,\cos\varphi)$ they are

$$\cos2\varphi\sin\varphi-\sin2\varphi\cos\varphi=-\sin\varphi,$$
$$\sin2\varphi\sin\varphi+\cos2\varphi\cos\varphi=\cos\varphi,$$

so its energy is $+1$. This is `fock_spectrum`, where Lean inserts the double-angle formulas and, for two of the four components, also uses $\sin^2\varphi+\cos^2\varphi=1$.

**The sum of squared overlaps.** Let $q,r$ be orthonormal in the plane and put $s=q_0r_1-q_1r_0$. Orthogonality gives $q_1r_1=-q_0r_0$, hence

$$-q_1s=-q_0q_1r_1+q_1^2r_0=(q_0^2+q_1^2)r_0=r_0,$$

and in the same way $q_0s=r_1$. Moreover,

$$s^2=(q\cdot q)(r\cdot r)-(q\cdot r)^2=1.$$

For any vector $p$ it follows that

$$(p\cdot q)^2+(p\cdot r)^2=(p_0q_0+p_1q_1)^2+s^2(p_1q_0-p_0q_1)^2=(p\cdot p)(q\cdot q)=p\cdot p.$$

In `overlap_sum`, the facts `hc`, `hd` and `hs1` are these three relations, and each `linear_combination` states which multiples of the hypotheses to add.

**One turn.** By `orb_overlap`, $u(\varphi)\cdot u(\chi)=\cos\varphi\cos\chi+\sin\varphi\sin\chi=\cos(\chi-\varphi)$. After a turn by $\delta$, the new orbital has squared overlap $\cos^2\delta$ with the old one, and the sum rule leaves $1-\cos^2\delta=\sin^2\delta$ for the competitor. The margin is

$$\cos^2\delta-\sin^2\delta=\cos2\delta.$$

The selection is strict when this is positive, which is `selects_turned`.

**All turns.** With $\delta=\pi/(2n)$ and $n\ge3$, we have $0<2\delta=\pi/n<\pi/2$, so the margin is positive at every step. The total turn is $n\delta=\pi/2$, so $f_0\cdot f_n=\cos(\pi/2)=0$. The two branches after `constructor` in `maximum_overlap_drift` carry out these two calculations.

## Why two steps are too few and a fixed reference holds

Let $F$ be symmetric with diagonal entries $a,d$ and off-diagonal entry $b$, and let $q$ be an orbital with energy $\varepsilon$:

$$aq_0+bq_1=\varepsilon q_0,\qquad bq_0+dq_1=\varepsilon q_1.$$

Turn it by a right angle to $r=(-q_1,q_0)$. Then

$$-aq_1+bq_0=-(a+d-\varepsilon)q_1,\qquad -bq_1+dq_0=(a+d-\varepsilon)q_0,$$

so $r$ is also an orbital, with energy $a+d-\varepsilon$. If $q$ is strictly selected from a normalised reference $p$, then $(p\cdot r)^2<(p\cdot q)^2$. The two squares add up to 1, so the larger exceeds 1/2. In `selected_overlap_gt_half`, `horb` is the eigenvector calculation and the last `linarith` combines the inequality with the sum.

Now let two selections lead from $p$ to $q$ and from $q$ to $r$, where $r$ is the second selected orbital. If $p\cdot r=0$, the sum rule gives $(q\cdot p)^2+(q\cdot r)^2=1$, but both terms exceed 1/2. This contradiction proves `two_steps_not_orthogonal`.

At the end of the drift $\varphi=\pi/2$ and $F(\varphi)=\mathrm{diag}(1,-1)$. The initial orbital $f_0=(1,0)$ is again an eigenvector, now with energy $+1$. Its squared overlap with itself is 1, and any orthogonal orbital has 0, so it is selected.

## Two ways to lose the conclusions

For $n=2$ the turn is 45°. Both squared overlaps are 1/2 and the selection is a tie, so $n\ge3$ can't be relaxed to $n\ge2$.

Without symmetry of the Fock matrix, a selected orbital may have no overlap at all with its reference. The matrix $\begin{pmatrix}0&1\\0&0\end{pmatrix}$ has only the orbitals $\pm(1,0)$. No orthogonal competitor exists, so `Selects` accepts $(1,0)$ even from the reference $(0,1)$.

## The selection inside an iteration

In a basis with overlap matrix $S$, a program solves $Fc_j=\varepsilon_jSc_j$ for the current Fock matrix $F$ and obtains coefficient vectors $c_j$, normalised so that $c_j^{T}Sc_j=1$. With one occupied orbital and real reference coefficients $c_{\mathrm{ref}}$, it computes $(c_{\mathrm{ref}}^{T}Sc_j)^2$ for each $j$, occupies the orbital with the largest value and builds the next density from it. The two variants differ in what follows: either $c_{\mathrm{ref}}$ is overwritten by the new occupied orbital, or it keeps its initial value.

For the prescribed matrices with $n=3$, overwriting gives 3/4 against 1/4 at all three iterations. With the initial reference, the orbitals $f_1,f_2,f_3$ score 3/4, 1/4 and 0, so the choice passes to the competitor at the second iteration.
